# With at least one fermion and fewer fermions than sites, a vanishing one-body operator has a zero matrix

Put N identical fermions on M sites, and let a matrix h act on one particle at a time. The N-particle operator is H = Σᵢ hᵢ, where hᵢ acts on particle i. If H gives zero on every antisymmetric wavefunction, must h itself be zero? For 1 ≤ N < M it must. For N = M ≥ 2 it need not, because H then depends only on the trace of h.

A site stands for a spin-orbital of a finite orthonormal basis, and h(x, y) is the matrix element ⟨x|h|y⟩. The matrix is complex and need not be Hermitian. Passing from real electrons to this setting requires replacing the one-electron Hamiltonian by its matrix in such a basis, a truncation that the theorems take as already done.

## Wavefunctions and the operator

```lean
import Mathlib

open Function

namespace SlaterCondonFaithful

variable {X : Type*} {N : ℕ}
```

`X` is the set of sites and `N` the number of particles. `Fin N` is the set of particle labels 0, …, N−1. A configuration x : `Fin N → X` gives the site xᵢ of each particle i, and a wavefunction ψ assigns a complex amplitude to each configuration.

```lean
/-- A wavefunction of `N` particles on the sites `X` is antisymmetric if permuting the particles
multiplies it by the sign of the permutation. -/
def IsAntisymmetric (ψ : (Fin N → X) → ℂ) : Prop :=
  ∀ (σ : Equiv.Perm (Fin N)) (x : Fin N → X),
    ψ (x ∘ σ) = ((Equiv.Perm.sign σ : ℤ) : ℂ) * ψ x
```

The configuration `x ∘ σ` puts particle k on site x_σ(k). Antisymmetry says

ψ(x ∘ σ) = sgn(σ) ψ(x)

for every permutation σ and every x.

```lean
/-- The one-body operator `∑ i, h_i`: the matrix `h` acts on each particle in turn, and the
results are added. -/
def oneBody [Fintype X] (h : Matrix X X ℂ) (ψ : (Fin N → X) → ℂ) (x : Fin N → X) : ℂ :=
  ∑ i, ∑ y, h (x i) y * ψ (update x i y)
```

Write x[i→y] for the configuration x with particle i moved to y; in Lean this is `update x i y`. The definition reads

(Hψ)(x) = Σᵢ Σ_y h(xᵢ, y) ψ(x[i→y]).

## Antisymmetry and the filled lattice

```lean
/-- Pauli principle: an antisymmetric wavefunction vanishes when two particles share a site. -/
theorem IsAntisymmetric.eq_zero_of_eq {ψ : (Fin N → X) → ℂ} (hψ : IsAntisymmetric ψ)
    {x : Fin N → X} {i j : Fin N} (hij : i ≠ j) (hx : x i = x j) : ψ x = 0 := by
  have hs : x ∘ Equiv.swap i j = x := by
    funext k
    rcases eq_or_ne k i with rfl | hki
    · simp [hx]
    · rcases eq_or_ne k j with rfl | hkj
      · simp [hx]
      · simp [Equiv.swap_apply_of_ne_of_ne hki hkj]
  have h := hψ (Equiv.swap i j) x
  rw [hs, Equiv.Perm.sign_swap hij] at h
  have h' : ψ x = -ψ x := by simpa using h
  linear_combination h' / 2
```

In a Lean theorem the assumptions stand before the final colon and the conclusion after it. Here two different particles i and j share a site. Swapping them leaves x unchanged but reverses the sign, so ψ(x) = −ψ(x) and hence ψ(x) = 0. The fact `hs` records that x is unchanged, and the last line solves for ψ(x).

```lean
/-- A one-body operator maps antisymmetric wavefunctions to antisymmetric wavefunctions. -/
theorem oneBody_antisymmetric [Fintype X] (h : Matrix X X ℂ) {ψ : (Fin N → X) → ℂ}
    (hψ : IsAntisymmetric ψ) : IsAntisymmetric (oneBody h ψ) := by
  intro σ x
  -- moving particle `i` after the permutation is moving particle `σ i` before it
  have hu : ∀ i y, update (x ∘ σ) i y = update x (σ i) y ∘ σ := by
    intro i y
    funext k
    by_cases hk : k = i
    · subst hk
      simp
    · rw [update_of_ne hk, comp_apply, comp_apply, update_of_ne (σ.injective.ne hk)]
  simp only [oneBody, hu, hψ σ, comp_apply]
  refine (Equiv.sum_comp σ (fun i => ∑ y, h (x i) y *
    (((Equiv.Perm.sign σ : ℤ) : ℂ) * ψ (update x i y)))).trans ?_
  simp only [Finset.mul_sum]
  exact Finset.sum_congr rfl fun i _ => Finset.sum_congr rfl fun y _ => by ring
```

H preserves antisymmetry. Moving particle i after the permutation is the same as moving particle σ(i) before it, which is `hu`:

(x ∘ σ)[i→y] = x[σ(i)→y] ∘ σ.

Therefore

(Hψ)(x ∘ σ) = sgn(σ) Σᵢ Σ_y h(x_σ(i), y) ψ(x[σ(i)→y]) = sgn(σ) (Hψ)(x).

The last equality relabels the sum by k = σ(i), which is the job of `Equiv.sum_comp`.

```lean
/-- With as many particles as sites, a one-body operator multiplies every antisymmetric
wavefunction by the trace of `h`. -/
theorem oneBody_filled [Fintype X] (hcard : Fintype.card X = N) (h : Matrix X X ℂ)
    {ψ : (Fin N → X) → ℂ} (hψ : IsAntisymmetric ψ) : oneBody h ψ = h.trace • ψ := by
  funext x
  rw [Pi.smul_apply, smul_eq_mul]
  by_cases hx : Injective x
  · have hb : Bijective x :=
      (Fintype.bijective_iff_injective_and_card x).2 ⟨hx, by rw [Fintype.card_fin, hcard]⟩
    have ht : ∑ i, h (x i) (x i) = h.trace :=
      Equiv.sum_comp (Equiv.ofBijective x hb) (fun y => h y y)
    rw [← ht, Finset.sum_mul]
    refine Finset.sum_congr rfl fun i _ => ?_
    -- every other site is occupied, so only `y = x i` contributes
    rw [Finset.sum_eq_single (x i), update_eq_self]
    · intro y _ hy
      obtain ⟨j, rfl⟩ := hb.2 y
      have hji : j ≠ i := fun e => hy (by rw [e])
      rw [hψ.eq_zero_of_eq hji.symm (by rw [update_self, update_of_ne hji]), mul_zero]
    · intro hn
      exact absurd (Finset.mem_univ _) hn
  · obtain ⟨i, j, hij, hne⟩ := not_injective_iff.1 hx
    rw [(oneBody_antisymmetric h hψ).eq_zero_of_eq hne hij, hψ.eq_zero_of_eq hne hij, mul_zero]
```

For N = M, this says Hψ = (tr h) ψ. Suppose first that the particles of x are on distinct sites (`Injective x`). Then every site is occupied. Moving particle i to any y ≠ xᵢ puts it on top of another particle, so that term vanishes. What remains is

(Hψ)(x) = Σᵢ h(xᵢ, xᵢ) ψ(x) = (tr h) ψ(x),

since the xᵢ run through all sites once. If two particles of x coincide, both sides are zero by the two preceding theorems.

## Slater determinants of site orbitals

```lean
variable [DecidableEq X]

/-- The unnormalised Slater determinant of the orbitals localised on the sites `c j`. -/
def slater (c x : Fin N → X) : ℂ :=
  Matrix.det (Matrix.of fun i j => if x i = c j then (1 : ℂ) else 0)
```

For a list of sites c, the function `slater c` is

D_c(x) = det[δ(xᵢ, cⱼ)],

with rows labelled by particles and columns by orbitals. It is unnormalised: for distinct sites, the normalised state is D_c/√N!.

```lean
/-- A Slater determinant is antisymmetric. -/
theorem slater_antisymmetric (c : Fin N → X) : IsAntisymmetric (slater c) := fun σ x =>
  Matrix.det_permute σ (Matrix.of fun i j => if x i = c j then (1 : ℂ) else 0)
```

Permuting the particles permutes the rows, and the determinant acquires the sign of the permutation.

```lean
/-- If the sites `c` are distinct and one particle of the configuration `c` is moved to `y`, the
Slater determinant of `c` has amplitude one there if `y` is the old site, and zero otherwise. -/
theorem slater_update {c : Fin N → X} (hc : Injective c) (i : Fin N) (y : X) :
    slater c (update c i y) = if y = c i then 1 else 0 := by
  rcases eq_or_ne y (c i) with rfl | hy
  · have h1 : (Matrix.of fun k j => if c k = c j then (1 : ℂ) else 0) = 1 := by
      ext k j
      simp [Matrix.one_apply, hc.eq_iff]
    rw [if_pos rfl, update_eq_self]
    unfold slater
    rw [h1, Matrix.det_one]
  · rw [if_neg hy]
    by_cases hr : ∃ j, c j = y
    · obtain ⟨j, rfl⟩ := hr
      have hji : j ≠ i := fun e => hy (by rw [e])
      exact (slater_antisymmetric c).eq_zero_of_eq hji.symm
        (by rw [update_self, update_of_ne hji])
    · unfold slater
      refine Matrix.det_eq_zero_of_row_eq_zero i fun j => ?_
      rw [Matrix.of_apply, if_neg]
      rw [update_self]
      exact fun e => hr ⟨j, e.symm⟩
```

For distinct sites c,

D_c(c[i→y]) = δ(y, cᵢ).

There are three cases. If y = cᵢ, the overlap matrix is the identity. If y is another occupied site, two particles coincide. If y is empty, row i of the matrix is zero.

```lean
variable [Fintype X]

/-- Slater-Condon rule, diagonal case: for distinct sites `c`, the amplitude at `c` of the
one-body operator applied to the determinant of `c` is the sum of `h (c i) (c i)`. -/
theorem slaterCondon_diagonal (h : Matrix X X ℂ) {c : Fin N → X} (hc : Injective c) :
    oneBody h (slater c) c = ∑ i, h (c i) (c i) := by
  simp [oneBody, slater_update hc]
```

Inserting this into the definition of H leaves only y = cᵢ in each inner sum:

(H D_c)(c) = Σᵢ Σ_y h(cᵢ, y) δ(y, cᵢ) = Σᵢ h(cᵢ, cᵢ).

```lean
/-- Slater-Condon rule, single excitation: for distinct sites `c` and an empty site `a`, the
one-body operator applied to the determinant of `c` has amplitude `h a (c i)` at the configuration
with `c i` replaced by `a`. -/
theorem slaterCondon_single (h : Matrix X X ℂ) {c : Fin N → X} (hc : Injective c)
    (i : Fin N) {a : X} (ha : ∀ j, c j ≠ a) :
    oneBody h (slater c) (update c i a) = h a (c i) := by
  unfold oneBody
  rw [Finset.sum_eq_single i]
  · simp [slater_update hc]
  · -- if another particle moves, `a` stays occupied and its row of overlaps is zero
    intro k _ hk
    refine Finset.sum_eq_zero fun y _ => ?_
    have hz : slater c (update (update c i a) k y) = 0 := by
      unfold slater
      refine Matrix.det_eq_zero_of_row_eq_zero i fun j => ?_
      rw [Matrix.of_apply, if_neg]
      rw [update_of_ne hk.symm, update_self]
      exact (ha j).symm
    rw [hz, mul_zero]
  · intro hn
    exact absurd (Finset.mem_univ _) hn
```

Now let a be an empty site and evaluate at x = c[i→a]:

(H D_c)(x) = Σₖ Σ_y h(xₖ, y) D_c(x[k→y]).

If k ≠ i, particle i stays on a, where no orbital of c has weight, so its row is zero. If k = i, then x[i→y] = c[i→y], and only y = cᵢ survives. The result is h(a, cᵢ).

These amplitudes are also the matrix elements between normalised determinants. The N! orderings of the final configuration contribute equally, which cancels the two factors 1/√N!. The textbook Slater-Condon rules extend to two-body operators and to determinants differing in more orbitals; the two theorems here concern a one-body operator and at most one replaced orbital.

## Recovering every element of h

```lean
/-- With fewer particles than sites, the particles can be put on distinct sites so that a chosen
particle sits on `b` and a different site `a` is empty. -/
theorem exists_configuration (hN : N < Fintype.card X) (i : Fin N) {a b : X} (hab : a ≠ b) :
    ∃ c : Fin N → X, Injective c ∧ c i = b ∧ ∀ j, c j ≠ a := by
  obtain ⟨g⟩ := Function.Embedding.nonempty_of_card_le (α := Fin (N + 1)) (β := X)
    (by rw [Fintype.card_fin]; exact hN)
  let p := Equiv.swap (g 0) a
  let f : Fin N → X := fun j => p (g j.succ)
  have hf : Injective f := fun j k e => Fin.succ_injective _ (g.injective (p.injective e))
  have hfa : ∀ j, f j ≠ a := by
    intro j e
    have h0 : p (g 0) = a := Equiv.swap_apply_left _ _
    exact Fin.succ_ne_zero j (g.injective (p.injective (e.trans h0.symm)))
  have hs : Equiv.swap (f i) b a = a := Equiv.swap_apply_of_ne_of_ne (hfa i).symm hab
  exact ⟨fun j => Equiv.swap (f i) b (f j),
    fun j k e => hf ((Equiv.swap (f i) b).injective e), Equiv.swap_apply_left _ _,
    fun j e => hfa j ((Equiv.swap (f i) b).injective (e.trans hs.symm))⟩
```

Given a particle i and sites a ≠ b, there is a configuration of distinct sites with particle i on b and with a empty. Since N + 1 ≤ M, choose N + 1 distinct sites. Relabel the sites so that the first chosen one becomes a, and place the particles on the other N. Then exchange the site of particle i with b. This second exchange leaves a alone, because a is neither of the two sites involved.

```lean
/-- With at least one particle and fewer particles than sites, a one-body operator that
annihilates all antisymmetric wavefunctions has `h = 0`. -/
theorem eq_zero_of_oneBody_eq_zero (hN0 : 0 < N) (hN : N < Fintype.card X) (h : Matrix X X ℂ)
    (H : ∀ ψ : (Fin N → X) → ℂ, IsAntisymmetric ψ → oneBody h ψ = 0) : h = 0 := by
  let i : Fin N := ⟨0, hN0⟩
  have hsum : ∀ c : Fin N → X, Injective c → ∑ k, h (c k) (c k) = 0 := by
    intro c hc
    rw [← slaterCondon_diagonal h hc]
    exact congrFun (H _ (slater_antisymmetric c)) c
  -- an excitation from `b` to `a` leaves all other diagonal terms unchanged
  have hdiag : ∀ a b, a ≠ b → h a a = h b b := by
    intro a b hab
    obtain ⟨c, hc, hci, hca⟩ := exists_configuration hN i hab
    have hc' : Injective (update c i a) := by
      intro j k e
      by_cases hj : j = i <;> by_cases hk : k = i
      · exact hj.trans hk.symm
      · rw [hj, update_self, update_of_ne hk] at e
        exact absurd e.symm (hca k)
      · rw [hk, update_self, update_of_ne hj] at e
        exact absurd e (hca j)
      · rw [update_of_ne hj, update_of_ne hk] at e
        exact hc e
    have hd : ∑ k, (h (update c i a k) (update c i a k) - h (c k) (c k)) = h a a - h b b := by
      rw [Finset.sum_eq_single i]
      · rw [update_self, hci]
      · intro k _ hk
        rw [update_of_ne hk, sub_self]
      · intro hn
        exact absurd (Finset.mem_univ _) hn
    rw [Finset.sum_sub_distrib, hsum _ hc', hsum c hc, sub_zero] at hd
    exact sub_eq_zero.1 hd.symm
  ext a b
  rcases eq_or_ne a b with rfl | hab
  · -- the `N` equal diagonal elements add up to zero
    obtain ⟨b, hb⟩ := Fintype.exists_ne_of_one_lt_card (by omega : 1 < Fintype.card X) a
    obtain ⟨c, hc, _, hca⟩ := exists_configuration hN i hb.symm
    have hs := hsum c hc
    rw [Finset.sum_congr rfl fun k _ => hdiag (c k) a (hca k), Finset.sum_const,
      Finset.card_univ, Fintype.card_fin, nsmul_eq_mul] at hs
    exact (mul_eq_zero.1 hs).resolve_left (Nat.cast_ne_zero.2 hN0.ne')
  · obtain ⟨c, hc, hci, hca⟩ := exists_configuration hN i hab
    have hs := congrFun (H _ (slater_antisymmetric c)) (update c i a)
    rw [slaterCondon_single h hc i hca, hci] at hs
    exact hs
```

The assumptions are N ≥ 1 (`hN0`), N < M (`hN`) and Hψ = 0 for every antisymmetric ψ (`H` in the code). The conclusion is h = 0.

For an off-diagonal element h(a, b), take a configuration c with cᵢ = b and a empty. The single-excitation rule gives

0 = (H D_c)(c[i→a]) = h(a, b).

For the diagonal, `hsum` states that Σₖ h(cₖ, cₖ) = 0 for every configuration of distinct sites. Apply it to c and to c' = c[i→a], whose sites are also distinct (`hc'`). All terms except that of particle i cancel in the difference:

0 = Σₖ [h(c'ₖ, c'ₖ) − h(cₖ, cₖ)] = h(a, a) − h(b, b).

This is `hdiag`: all diagonal elements are equal. Their sum over the N particles is then N h(a, a) = 0, and N ≥ 1 gives h(a, a) = 0. The code proves the equality of the diagonal elements first. After `ext a b`, which reduces h = 0 to its individual elements, it treats a = b and a ≠ b separately.

Applied to the difference of two matrices, the theorem says that the non-interacting part of an N-electron Hamiltonian in a finite basis fixes its one-electron matrix whenever 1 ≤ N < M.

```lean
/-- With as many particles as sites, a matrix whose only entry is an off-diagonal 1 is non-zero and
traceless, yet its one-body operator annihilates all antisymmetric wavefunctions. -/
theorem filled_counterexample (hcard : Fintype.card X = N) {a b : X} (hab : a ≠ b) :
    Matrix.single a b (1 : ℂ) ≠ 0 ∧ (Matrix.single a b (1 : ℂ)).trace = 0 ∧
      ∀ ψ : (Fin N → X) → ℂ, IsAntisymmetric ψ →
        oneBody (Matrix.single a b (1 : ℂ)) ψ = 0 := by
  have ht : (Matrix.single a b (1 : ℂ)).trace = 0 := by
    refine Finset.sum_eq_zero fun k _ => ?_
    rw [Matrix.diag_apply, Matrix.single_apply, if_neg]
    exact fun e => hab (e.1.trans e.2.symm)
  refine ⟨fun h0 => ?_, ht, fun ψ hψ => ?_⟩
  · have h1 := congrFun (congrFun h0 a) b
    simp at h1
  · rw [oneBody_filled hcard _ hψ, ht, zero_smul]

end SlaterCondonFaithful
```

`Matrix.single a b 1` has the entry 1 at (a, b) and zeros elsewhere, so it moves a particle from b to a. For a ≠ b it is non-zero and traceless, and for N = M the filled-lattice theorem turns it into the zero operator. Physically, the target site is always occupied. This matrix is not Hermitian, so it is not a one-electron Hamiltonian by itself. The same theorem gives zero for every other traceless h, including the Hermitian matrix with entries 1 at (a, b) and (b, a) and zeros elsewhere.

```lean
#print axioms SlaterCondonFaithful.eq_zero_of_oneBody_eq_zero
#print axioms SlaterCondonFaithful.filled_counterexample
```

```
'SlaterCondonFaithful.eq_zero_of_oneBody_eq_zero' depends on axioms: [propext, Classical.choice, Quot.sound]
'SlaterCondonFaithful.filled_counterexample' depends on axioms: [propext, Classical.choice, Quot.sound]
```

## Three sites with two or three particles

Number the sites 1, 2, 3 and take the traceless matrix with

h(1,1) = 2, h(2,2) = −1, h(3,3) = −1, h(1,3) = h(3,1) = 5,

and all other elements zero. With two particles and c = (1, 2), the diagonal amplitude is 2 − 1 = 1. Moving the particle on site 1 to site 3 gives the configuration (3, 2), with amplitude

h(3,1) D_c(1, 2) = 5 · 1 = 5.

With three particles, the same matrix gives zero on every antisymmetric function, because 2 − 1 − 1 = 0.

## One-electron terms in configuration interaction

A configuration-interaction calculation that expands the wavefunction in determinants of orthonormal spin-orbitals can use these two rules for the one-electron part of its Hamiltonian matrix. A diagonal entry receives the sum of the diagonal elements of h over the occupied orbitals, and an entry between determinants differing in one orbital receives a single element of h.

Programs usually list occupied orbitals in increasing order, which can introduce a sign. In the example, (3, 2) becomes (2, 3) after one exchange, so the matrix element between the ordered determinants (2, 3) and (1, 2) is −5. The electron-electron repulsion is added separately.
